# Recursion-Method Weights of a Positive Moment Functional Are Nonnegative and Solve a Minimum Problem

The local density of states is represented here by a linear functional L on real polynomials, not by a measure on the energy axis. The number L(q) is the integral of q(E) weighted by that density, so L(1), L(X), L(X²), … are its moments. Positivity of the density becomes the condition L(q²) ≥ 0 for every real polynomial q.

## From an orbital to a functional

Let H be a real symmetric Hamiltonian matrix in a finite orthonormal basis, and let φ be a real orbital vector. Set

L(q) = φ · q(H)φ.

Since q(H) is symmetric,

L(q²) = φ · q(H)q(H)φ = |q(H)φ|² ≥ 0.

In its simplest form, cut off after n steps with nothing added to represent the rest, the recursion method replaces the local density by n levels. Their energies x₀, …, xₙ₋₁ are the roots of a polynomial p of degree n that is orthogonal under L to everything of lower degree. The Lagrange basis polynomial of level i is

ℓᵢ(X) = ∏_{j≠i} (X − xⱼ)/(xᵢ − xⱼ),

which equals 1 at xᵢ, vanishes at the other nodes and has degree n − 1. The weight of the level is wᵢ = L(ℓᵢ).

A formula of this kind can in general give negative weights. With nodes at the roots of p it cannot, which matters for occupations. For non-interacting electrons of one spin, let a level at energy E have occupation g(E) between 0 and 1, as in the Fermi–Dirac distribution. The n-level estimate Σᵢ wᵢ g(xᵢ) of the occupation of a normalised orbital then also lies between 0 and 1.

## What is stated

The structure `IsRecursionPolynomial L p x` collects the assumptions on p: its degree is n (`deg`), the nodes are distinct (`inj`), each is a root (`root`), and L(pq) = 0 whenever deg q < n (`orth`). The nodes are a function `x : Fin n → ℝ`, so i runs from 0 to n − 1. The polynomial p need not be monic. `ell x i` is ℓᵢ, and `weight L x i` is wᵢ.

Under these assumptions the theorems say:

- If L is nonnegative on squares, every wᵢ ≥ 0 (`weight_nonneg`).
- If L(q²) > 0 for every nonzero q of degree below n, every wᵢ > 0 (`weight_pos`). For an orbital this means that φ, Hφ, …, Hⁿ⁻¹φ are linearly independent: the recursion has not stopped early.
- If L is nonnegative on squares, wᵢ is the least value of L(q²) among polynomials with deg q ≤ n and q(xᵢ) = 1 (`weight_isLeast`). `IsLeast` means that the value is attained and that no admissible q goes below it.
- If L is nonnegative on squares, n > 0 and the occupations g(xᵢ) lie between 0 and 1, then Σᵢ wᵢ g(xᵢ) lies between 0 and L(1) (`occupation_bounds`). For an orbital L(1) = φ·φ, which is 1 when φ is normalised.

The functional is arbitrary in these statements; `localMoment H φ` is the physical instance, and `localMoment_sq_nonneg` derives its positivity from the symmetry of H. The existence of p with distinct real roots is assumed. The nodes and weights are those of Gauss quadrature, but its exactness for all polynomials of degree below 2n is not proved here, nor is any estimate of how close the n-level occupation comes to the true one.

## The derivation

Take q with deg q ≤ n and form

f = ℓᵢ · (q − q(xᵢ)).

At xᵢ the second factor vanishes, and at every other node the first does. Divide by p: f = pt + r with deg r < n. At each node f and p are zero, so r is zero there too. A polynomial of degree below n with n distinct roots is zero, hence f = pt. If t is not zero,

deg t = deg f − n ≤ (n − 1) + n − n = n − 1.

Orthogonality then gives L(f) = L(pt) = 0, which is

L(ℓᵢ q) = wᵢ q(xᵢ)  for deg q ≤ n.

Choosing q = ℓᵢ, with ℓᵢ(xᵢ) = 1, gives

wᵢ = L(ℓᵢ²).

Both sign statements follow, because ℓᵢ is nonzero and has degree below n.

For the minimum, let q(xᵢ) = 1 and deg q ≤ n. Then

0 ≤ L((q − ℓᵢ)²) = L(q²) − 2L(ℓᵢ q) + L(ℓᵢ²) = L(q²) − 2wᵢ + wᵢ = L(q²) − wᵢ.

So L(q²) ≥ wᵢ, and q = ℓᵢ attains equality.

Finally, for n > 0 the polynomial Σᵢ ℓᵢ − 1 has degree below n and vanishes at all n nodes, so it is zero and Σᵢ wᵢ = L(1). With 0 ≤ g(xᵢ) ≤ 1 and wᵢ ≥ 0,

0 ≤ Σᵢ wᵢ g(xᵢ) ≤ Σᵢ wᵢ = L(1).

## One level

For n = 1 the only basis polynomial is ℓ₀ = 1, so w₀ = L(1). Orthogonality to constants reads L(X) = x₀L(1). For a normalised orbital the single level therefore sits at the mean energy φ·Hφ and carries weight 1. The admissible polynomials are q = 1 + c(X − x₀), and

L(q²) = L(1) + c² L((X − x₀)²),

because the cross term is zero. The minimum is visibly at c = 0.

## The end of a three-site chain

Take three sites in a row with zero on-site energy and unit hopping, and let φ = (1, 0, 0). Then Hφ = (0, 1, 0) and H²φ = (1, 0, 1), so

L(1) = 1, L(X) = 0, L(X²) = 1, L(X³) = 0, L(X⁴) = 2.

For p = X² − 1 we find L(p) = 1 − 1 = 0 and L(pX) = 0 − 0 = 0. The nodes are x₀ = −1 and x₁ = 1, with

ℓ₀ = (1 − X)/2, ℓ₁ = (1 + X)/2, w₀ = w₁ = 1/2.

The square formula agrees: L(ℓ₁²) = (1 + 0 + 1)/4 = 1/2. Other polynomials of degree at most 2 that equal 1 at x₁ do worse: q = 1 and q = X both give L(q²) = 1, and q = X² gives 2. The eigenvalues of H are 0 and ±√2, so neither node is an eigenvalue in this example; two levels are standing in for three.

## The Lean file

```lean
import Mathlib

open Polynomial Matrix

namespace RecursionWeights

noncomputable section

/-- The local moment functional `q ↦ φ · q(H) φ` of a Hamiltonian matrix `H` and an orbital `φ`. -/
def localMoment {m : ℕ} (H : Matrix (Fin m) (Fin m) ℝ) (φ : Fin m → ℝ) : ℝ[X] →ₗ[ℝ] ℝ where
  toFun q := φ ⬝ᵥ ((aeval H q) *ᵥ φ)
  map_add' a b := by simp [Matrix.add_mulVec, dotProduct_add]
  map_smul' c a := by simp [Matrix.smul_mulVec, dotProduct_smul]

/-- The polynomial `p` has degree `n`, the distinct real roots `x i`, and is orthogonal under `L`
to every polynomial of lower degree. -/
structure IsRecursionPolynomial {n : ℕ} (L : ℝ[X] →ₗ[ℝ] ℝ) (p : ℝ[X]) (x : Fin n → ℝ) :
    Prop where
  deg : p.natDegree = n
  inj : Function.Injective x
  root : ∀ i, p.eval (x i) = 0
  orth : ∀ q : ℝ[X], q.natDegree < n → L (p * q) = 0

/-- The Lagrange basis polynomial of node `i`. -/
abbrev ell {n : ℕ} (x : Fin n → ℝ) (i : Fin n) : ℝ[X] := Lagrange.basis Finset.univ x i

/-- The spectral weight of node `i`: the functional applied to its Lagrange basis polynomial. -/
def weight {n : ℕ} (L : ℝ[X] →ₗ[ℝ] ℝ) (x : Fin n → ℝ) (i : Fin n) : ℝ := L (ell x i)

/-- For a real symmetric Hamiltonian, the local moment functional is nonnegative on squares. -/
theorem localMoment_sq_nonneg {m : ℕ} (H : Matrix (Fin m) (Fin m) ℝ) (hH : Hᵀ = H)
    (φ : Fin m → ℝ) (q : ℝ[X]) : 0 ≤ localMoment H φ (q ^ 2) := by
  -- a polynomial in a symmetric matrix is symmetric
  have hs : (aeval H q)ᵀ = aeval H q := by
    induction q using Polynomial.induction_on' with
    | add a b ha hb => rw [map_add, Matrix.transpose_add, ha, hb]
    | monomial k a =>
      rw [aeval_monomial, ← Algebra.smul_def, Matrix.transpose_smul, Matrix.transpose_pow, hH]
  -- the moment is the squared length of `q(H) φ`
  change 0 ≤ φ ⬝ᵥ ((aeval H (q ^ 2)) *ᵥ φ)
  rw [map_pow, pow_two, ← Matrix.mulVec_mulVec, Matrix.dotProduct_mulVec,
    ← Matrix.mulVec_transpose, hs]
  exact Finset.sum_nonneg fun i _ => mul_self_nonneg _

/-- For distinct nodes, the Lagrange basis polynomial of a node equals one there and has degree
below the number of nodes. -/
theorem ell_spec {n : ℕ} {x : Fin n → ℝ} (hx : Function.Injective x) (i : Fin n) :
    (ell x i).eval (x i) = 1 ∧ (ell x i).natDegree < n := by
  refine ⟨Lagrange.eval_basis_self hx.injOn (Finset.mem_univ i), ?_⟩
  have hd := natDegree_eq_of_degree_eq_some
    (Lagrange.degree_basis (s := Finset.univ) (v := x) hx.injOn (Finset.mem_univ i))
  rw [Finset.card_univ, Fintype.card_fin] at hd
  have hn : 0 < n := i.pos
  change (Lagrange.basis Finset.univ x i).natDegree < n
  omega

variable {n : ℕ} {L : ℝ[X] →ₗ[ℝ] ℝ} {p : ℝ[X]} {x : Fin n → ℝ}

/-- At the roots of a recursion polynomial of degree `n`, pairing a polynomial `q` of degree at
most `n` with the Lagrange basis polynomial of node `i` gives the weight times `q (x i)`. -/
theorem apply_ell_mul (h : IsRecursionPolynomial L p x) (i : Fin n) (q : ℝ[X])
    (hq : q.natDegree ≤ n) : L (ell x i * q) = weight L x i * q.eval (x i) := by
  have hn : 0 < n := i.pos
  obtain ⟨-, hd⟩ := ell_spec h.inj i
  obtain ⟨f, hf⟩ : ∃ f, f = ell x i * (q - C (q.eval (x i))) := ⟨_, rfl⟩
  -- `f` vanishes at every node
  have hf0 : ∀ j, f.eval (x j) = 0 := by
    intro j
    rw [hf, eval_mul]
    by_cases hij : i = j
    · subst hij
      rw [eval_sub, eval_C, sub_self, mul_zero]
    · rw [Lagrange.eval_basis_of_ne hij (Finset.mem_univ j), zero_mul]
  -- hence `p` divides `f`
  have hmod : f % p = 0 := by
    refine eq_zero_of_natDegree_lt_card_of_eval_eq_zero _ h.inj (fun j => ?_) ?_
    · have e : (p * (f / p) + f % p).eval (x j) = f.eval (x j) := by
        rw [EuclideanDomain.div_add_mod]
      rwa [eval_add, eval_mul, h.root j, zero_mul, zero_add, hf0 j] at e
    · have hlt := natDegree_mod_lt f (q := p) (by rw [h.deg]; omega)
      rwa [h.deg, ← Fintype.card_fin n] at hlt
  have hdiv : p * (f / p) = f := by
    have e := EuclideanDomain.div_add_mod f p
    rwa [hmod, add_zero] at e
  -- the quotient has degree below `n`, so orthogonality applies
  have hquot : (f / p).natDegree < n := by
    by_cases ht : f / p = 0
    · rw [ht, natDegree_zero]
      exact hn
    · have hp : p ≠ 0 := by
        intro h0
        have hdeg := h.deg
        rw [h0, natDegree_zero] at hdeg
        omega
      have h1 := natDegree_mul hp ht
      have h2 : f.natDegree ≤ (ell x i).natDegree + (q - C (q.eval (x i))).natDegree := by
        rw [hf]
        exact natDegree_mul_le
      rw [hdiv, h.deg] at h1
      rw [natDegree_sub_C] at h2
      omega
  have hL0 : L f = 0 := by
    rw [← hdiv]
    exact h.orth _ hquot
  have hsplit : f = ell x i * q - (q.eval (x i)) • ell x i := by
    rw [hf, smul_eq_C_mul]
    ring
  rw [hsplit, map_sub, map_smul, smul_eq_mul] at hL0
  unfold weight
  linarith

/-- At the roots of a recursion polynomial, each weight is the functional applied to the square
of the Lagrange basis polynomial. -/
theorem weight_eq_sq (h : IsRecursionPolynomial L p x) (i : Fin n) :
    weight L x i = L (ell x i ^ 2) := by
  obtain ⟨h1, hd⟩ := ell_spec h.inj i
  rw [pow_two, apply_ell_mul h i _ hd.le, h1, mul_one]

/-- If the functional is nonnegative on squares, all weights at the roots of a recursion
polynomial are nonnegative. -/
theorem weight_nonneg (h : IsRecursionPolynomial L p x) (hL : ∀ q : ℝ[X], 0 ≤ L (q ^ 2))
    (i : Fin n) : 0 ≤ weight L x i := by
  rw [weight_eq_sq h i]
  exact hL _

/-- If the functional is strictly positive on squares of nonzero polynomials of degree below `n`,
all weights at the roots of a recursion polynomial of degree `n` are strictly positive. -/
theorem weight_pos (h : IsRecursionPolynomial L p x)
    (hL : ∀ q : ℝ[X], q ≠ 0 → q.natDegree < n → 0 < L (q ^ 2)) (i : Fin n) :
    0 < weight L x i := by
  rw [weight_eq_sq h i]
  exact hL _ (Lagrange.basis_ne_zero h.inj.injOn (Finset.mem_univ i)) (ell_spec h.inj i).2

/-- Minimum principle: for a functional nonnegative on squares, the weight of a root `x i` of a
recursion polynomial of degree `n` is the least value of `L (q ^ 2)` among polynomials `q` of
degree at most `n` with `q (x i) = 1`. -/
theorem weight_isLeast (h : IsRecursionPolynomial L p x) (hL : ∀ q : ℝ[X], 0 ≤ L (q ^ 2))
    (i : Fin n) :
    IsLeast {y : ℝ | ∃ q : ℝ[X], q.natDegree ≤ n ∧ q.eval (x i) = 1 ∧ L (q ^ 2) = y}
      (weight L x i) := by
  obtain ⟨h1, hd⟩ := ell_spec h.inj i
  refine ⟨⟨ell x i, hd.le, h1, (weight_eq_sq h i).symm⟩, ?_⟩
  rintro y ⟨q, hq, hq1, rfl⟩
  -- expand the nonnegative quantity `L ((q - ell) ^ 2)`
  have hpos := hL (q - ell x i)
  have e : (q - ell x i) ^ 2 = q ^ 2 - ell x i * q - ell x i * q + ell x i ^ 2 := by ring
  rw [e, map_add, map_sub, map_sub, apply_ell_mul h i q hq, hq1, ← weight_eq_sq h i] at hpos
  linarith

/-- For a functional nonnegative on squares and at least one node, level occupations between 0
and 1 at the roots of a recursion polynomial give a weighted total between 0 and `L 1`. -/
theorem occupation_bounds (h : IsRecursionPolynomial L p x) (hL : ∀ q : ℝ[X], 0 ≤ L (q ^ 2))
    (hn : 0 < n) (g : ℝ → ℝ) (hg : ∀ i, 0 ≤ g (x i) ∧ g (x i) ≤ 1) :
    0 ≤ ∑ i, weight L x i * g (x i) ∧ ∑ i, weight L x i * g (x i) ≤ L 1 := by
  -- the weights add up to the zeroth moment
  have hsum : ∑ i, weight L x i = L 1 := by
    unfold weight
    rw [← map_sum, Lagrange.sum_basis h.inj.injOn ⟨⟨0, hn⟩, Finset.mem_univ _⟩]
  refine ⟨Finset.sum_nonneg fun i _ => mul_nonneg (weight_nonneg h hL i) (hg i).1, ?_⟩
  rw [← hsum]
  exact Finset.sum_le_sum fun i _ => mul_le_of_le_one_right (weight_nonneg h hL i) (hg i).2

/-- The Hamiltonian of an open three-site chain with unit hopping. -/
def chain : Matrix (Fin 3) (Fin 3) ℝ := !![0, 1, 0; 1, 0, 1; 0, 1, 0]

/-- For the end site of the three-site chain, the local moment functional is nonnegative on
squares and `X ^ 2 - 1` is a recursion polynomial with roots `-1` and `1`. -/
theorem chain_witness :
    (∀ q : ℝ[X], 0 ≤ localMoment chain ![1, 0, 0] (q ^ 2)) ∧
    IsRecursionPolynomial (localMoment chain ![1, 0, 0]) (X ^ 2 - 1) ![-1, 1] := by
  refine ⟨localMoment_sq_nonneg chain ?_ _, ?_, ?_, ?_, ?_⟩
  · ext i j
    fin_cases i <;> fin_cases j <;> simp [chain]
  · compute_degree!
  · intro i j hij
    fin_cases i <;> fin_cases j <;> first | rfl | (exfalso; norm_num at hij)
  · intro i
    fin_cases i <;> simp
  · intro q hq
    obtain ⟨a, b, rfl⟩ := exists_eq_X_add_C_of_natDegree_le_one (Nat.le_of_lt_succ hq)
    have e : aeval chain ((X ^ 2 - 1) * (C a * X + C b)) =
        (chain * chain - 1) * (a • chain + b • (1 : Matrix (Fin 3) (Fin 3) ℝ)) := by
      simp only [map_mul, map_sub, map_add, map_one, aeval_X, aeval_C,
        Algebra.algebraMap_eq_smul_one, smul_mul_assoc, one_mul, pow_two]
    change ![1, 0, 0] ⬝ᵥ ((aeval chain ((X ^ 2 - 1) * (C a * X + C b))) *ᵥ ![1, 0, 0]) = 0
    rw [e]
    simp [chain, Matrix.mulVec, dotProduct, Matrix.mul_apply, Fin.sum_univ_succ,
      Matrix.one_apply]

end

end RecursionWeights
```

```lean
#print axioms RecursionWeights.weight_nonneg
-- 'RecursionWeights.weight_nonneg' depends on axioms: [propext, Classical.choice, Quot.sound]
#print axioms RecursionWeights.weight_pos
-- 'RecursionWeights.weight_pos' depends on axioms: [propext, Classical.choice, Quot.sound]
#print axioms RecursionWeights.weight_isLeast
-- 'RecursionWeights.weight_isLeast' depends on axioms: [propext, Classical.choice, Quot.sound]
#print axioms RecursionWeights.occupation_bounds
-- 'RecursionWeights.occupation_bounds' depends on axioms: [propext, Classical.choice, Quot.sound]
```

## How the code carries out the argument

`localMoment_sq_nonneg` first shows that a polynomial in a symmetric matrix is symmetric, by induction over sums and monomials. It then moves one factor q(H) across the dot product, leaving a sum of squares.

`ell_spec` supplies the two properties of ℓᵢ used throughout: its value 1 at xᵢ and its degree below n.

The main work is in `apply_ell_mul`, which follows the division argument above. `hf0` says that f vanishes at every node, treating the cases i = j and i ≠ j separately. `hmod` shows that the remainder `f % p` is zero by counting its roots, and `hdiv` turns this into f = pt with t = `f / p`. `hquot` bounds the degree of t, with t = 0 as a separate case. Orthogonality gives `hL0`, and `hsplit` expands f so that linearity of L yields the identity.

`weight_eq_sq` substitutes q = ℓᵢ into that identity. `weight_nonneg` and `weight_pos` then apply their respective positivity hypotheses to ℓᵢ².

In `weight_isLeast`, the first component of the proof exhibits ℓᵢ as an admissible polynomial that attains the value. The second expands L((q − ℓᵢ)²), replaces both cross terms by means of `apply_ell_mul`, and leaves the final inequality to `linarith`.

`occupation_bounds` obtains Σᵢ wᵢ = L(1) from Mathlib's theorem that the Lagrange basis sums to one, then compares the sums term by term.

`chain_witness` confirms that the functional of the chain's end site is nonnegative on squares and that X² − 1 is a recursion polynomial for it. For orthogonality it writes a polynomial of degree below 2 as aX + b and evaluates the resulting 3 × 3 matrix expression.
